# For finitely many radiatively connected levels in a Planck field, the Gibbs distribution is the only stationary one

## Could a cyclic flow keep the populations steady?

A molecule sits in a closed cavity whose walls are held at temperature $T$, and thermal radiation is all that moves it between its levels. For two levels I know Einstein's argument: absorption balances emission, and the populations have the Boltzmann ratio. My molecule has many levels, and selection rules forbid many of the direct transitions. A steady state only requires that the total gain of each level equals its total loss. Couldn't population then circulate, say $1\to2\to3\to1$, with every level constant and no pair in balance? And what fixes the ratio for two levels that have no direct transition?

## Every pair balances separately, and connected levels have Boltzmann populations

There is no such circulation in the rate-equation model with finitely many levels. If any two levels are joined by a chain of allowed transitions, the stationary populations are the Boltzmann ones, including those of pairs without a direct transition.

Let the levels have energies $E_i$, and let $b=1/(k_BT)>0$, usually written $\beta$. For each pair let $A_{ij}=A_{ji}\ge0$ be its spontaneous emission rate, positive only if $E_i\ne E_j$. Unlike the textbook Einstein coefficient, it is written for both orders of the indices. The mean photon number per field mode at the transition energy is
$$n_{ij}=\frac{1}{e^{b|E_i-E_j|}-1}.$$
The rate $r_{ij}$ from $i$ to $j$ is $A_{ij}(n_{ij}+1)$ for a step down in energy and $A_{ij}n_{ij}$ for a step up.

**One pair.** Take $E_{lo}<E_{hi}$ and a photon number $n$. Balance at Boltzmann populations means
$$e^{-bE_{hi}}(n+1)=e^{-bE_{lo}}\,n .$$
Division by $e^{-bE_{hi}}$ gives $n+1=e^{b(E_{hi}-E_{lo})}n$, hence $n\,(e^{b(E_{hi}-E_{lo})}-1)=1$. The bracket is positive, so this holds exactly when $n$ is Planck's photon number. With $\pi_i=e^{-bE_i}$ and symmetric $A$, it follows that
$$\pi_i r_{ij}=\pi_j r_{ji}\quad\text{for all } i,j.$$
For levels of equal energy both rates vanish.

**All levels together.** Populations $p_i$ are stationary if $\sum_j(p_jr_{ji}-p_ir_{ij})=0$ for every $i$. Write $p_i=x_i\pi_i$. By the pair balance, each term becomes
$$x_j\pi_jr_{ji}-x_i\pi_ir_{ij}=(x_j-x_i)\,\pi_ir_{ij}.$$
Choose a level $i$ at which $x$ is largest. No term of its sum is positive, yet the sum is zero, so every term is zero. If $A_{ij}>0$, then $r_{ij}>0$, and therefore $x_j=x_i$. Level $j$ now also has the largest value, and the argument repeats from there. Along chains of allowed transitions it reaches every level, so $x$ is a constant $c$ and $p_i=c\,e^{-bE_i}$. Conversely, for constant $x$ every term vanishes. The condition $\sum_ip_i=1$ fixes $c=1/\sum_ke^{-bE_k}$.

This disposes of the cycle: at the stationary populations, $p_ir_{ij}=p_jr_{ji}$ for each pair, so no net flow is left to circulate. If the levels fall into several groups with no transitions between them, the argument applies within each group, and there is again no circulation.

Here is the argument for connected levels in Lean 4 with Mathlib.

```lean
import Mathlib

open Finset

namespace ThermalRadiationEquilibrium

noncomputable section

variable {ι : Type*}

/-- Planck's mean photon number at inverse temperature `b` and transition energy `w`, for
`b * w > 0`. -/
def planck (b w : ℝ) : ℝ := 1 / (Real.exp (b * w) - 1)

/-- The radiative rate from level `i` to level `j`, for levels of different energy: absorption or
stimulated emission `A i j * n`, plus spontaneous emission `A i j` if the step goes down. -/
def rate (b : ℝ) (E : ι → ℝ) (A : ι → ι → ℝ) (i j : ι) : ℝ :=
  A i j * (planck b |E i - E j| + if E j < E i then 1 else 0)

/-- The populations `p` are stationary: at every level the gain from all other levels
equals the loss to them. -/
def IsStationary [Fintype ι] (b : ℝ) (E : ι → ℝ) (A : ι → ι → ℝ) (p : ι → ℝ) : Prop :=
  ∀ i, ∑ j, (p j * rate b E A j i - p i * rate b E A i j) = 0

/-- The normalised Gibbs distribution over a finite, nonempty set of levels. -/
def gibbs [Fintype ι] (b : ℝ) (E : ι → ℝ) (i : ι) : ℝ :=
  Real.exp (-b * E i) / ∑ k, Real.exp (-b * E k)

/-- Einstein's argument: at positive temperature, emission `n + 1` from the upper level balances
absorption `n` from the lower one at Boltzmann populations exactly when `n` is Planck's
photon number. -/
theorem balance_iff_planck {b Elo Ehi n : ℝ} (hb : 0 < b) (h : Elo < Ehi) :
    Real.exp (-b * Ehi) * (n + 1) = Real.exp (-b * Elo) * n ↔ n = planck b (Ehi - Elo) := by
  have hx : Real.exp (-b * Elo) = Real.exp (b * (Ehi - Elo)) * Real.exp (-b * Ehi) := by
    rw [← Real.exp_add]
    congr 1
    ring
  have he : Real.exp (b * (Ehi - Elo)) - 1 ≠ 0 :=
    (sub_pos.2 (Real.one_lt_exp_iff.2 (mul_pos hb (sub_pos.2 h)))).ne'
  unfold planck
  rw [hx, eq_div_iff he]
  constructor
  · intro hn
    apply mul_left_cancel₀ (Real.exp_pos (-b * Ehi)).ne'
    linear_combination (-1 : ℝ) * hn
  · intro hn
    linear_combination (-Real.exp (-b * Ehi)) * hn

/-- Detailed balance: for symmetric Einstein coefficients and positive temperature, the
Boltzmann-weighted rates between any two levels are equal in both directions. -/
theorem detailed_balance {b : ℝ} {E : ι → ℝ} {A : ι → ι → ℝ} (hb : 0 < b)
    (hsym : ∀ i j, A i j = A j i) (i j : ι) :
    Real.exp (-b * E i) * rate b E A i j = Real.exp (-b * E j) * rate b E A j i := by
  -- it suffices to treat an upward step
  have up : ∀ i j, E i < E j →
      Real.exp (-b * E i) * rate b E A i j = Real.exp (-b * E j) * rate b E A j i := by
    intro i j h
    have h2 : |E j - E i| = E j - E i := abs_of_pos (sub_pos.2 h)
    have h1 : |E i - E j| = E j - E i := by rw [abs_sub_comm, h2]
    have h3 := (balance_iff_planck (n := planck b (E j - E i)) hb h).2 rfl
    unfold rate
    rw [h1, h2, if_neg (lt_asymm h), if_pos h, hsym j i]
    linear_combination (-(A i j)) * h3
  rcases lt_trichotomy (E i) (E j) with h | h | h
  · exact up i j h
  · simp only [rate, h, hsym j i]
  · exact (up j i h).symm

/-- At positive temperature, if the coefficient `A i j` is positive and the levels `i` and `j`
differ in energy, the rate from `i` to `j` is strictly positive, whether the step goes up or down.
-/
theorem rate_pos {b : ℝ} {E : ι → ℝ} {A : ι → ι → ℝ} {i j : ι} (hb : 0 < b)
    (hA : 0 < A i j) (hE : E i ≠ E j) : 0 < rate b E A i j := by
  have hn : 0 < planck b |E i - E j| :=
    one_div_pos.2 (sub_pos.2 (Real.one_lt_exp_iff.2
      (mul_pos hb (abs_pos.2 (sub_ne_zero.2 hE)))))
  exact mul_pos hA (add_pos_of_pos_of_nonneg hn (by split_ifs <;> norm_num))

/-- For symmetric nonnegative coefficients that couple only levels of different energy and
connect all levels, at positive temperature, the stationary vectors are exactly the multiples of
the Boltzmann factors. -/
theorem stationary_iff_boltzmann [Fintype ι] [Nonempty ι] {b : ℝ} {E : ι → ℝ}
    {A : ι → ι → ℝ} (hb : 0 < b) (hsym : ∀ i j, A i j = A j i) (hA : ∀ i j, 0 ≤ A i j)
    (hE : ∀ i j, 0 < A i j → E i ≠ E j)
    (hconn : ∀ i j, Relation.ReflTransGen (fun k l => 0 < A k l) i j) (p : ι → ℝ) :
    IsStationary b E A p ↔ ∃ c : ℝ, ∀ i, p i = c * Real.exp (-b * E i) := by
  constructor
  · intro h
    -- measure the populations in units of the Boltzmann factors
    obtain ⟨x, hp⟩ : ∃ x : ι → ℝ, ∀ i, p i = x i * Real.exp (-b * E i) :=
      ⟨fun i => p i / Real.exp (-b * E i),
        fun i => (div_mul_cancel₀ _ (Real.exp_pos _).ne').symm⟩
    obtain ⟨m, hm⟩ := Finite.exists_max x
    have hr : ∀ i j, 0 ≤ rate b E A i j := by
      intro i j
      rcases (hA i j).eq_or_lt with h0 | h0
      · simp [rate, ← h0]
      · exact (rate_pos hb h0 (hE i j h0)).le
    -- maximum principle: a maximum of `x` spreads to every coupled level
    have step : ∀ i j, x i = x m → 0 < A i j → x j = x m := by
      intro i j hi hij
      have term : ∀ k, p k * rate b E A k i - p i * rate b E A i k
          = (x k - x i) * (Real.exp (-b * E i) * rate b E A i k) := by
        intro k
        rw [hp k, hp i]
        linear_combination (-(x k)) * detailed_balance (E := E) hb hsym i k
      have hs : ∑ k, (x k - x i) * (Real.exp (-b * E i) * rate b E A i k) = 0 :=
        (Finset.sum_congr rfl fun k _ => (term k).symm).trans (h i)
      have hneg : ∀ k ∈ (Finset.univ : Finset ι),
          (x k - x i) * (Real.exp (-b * E i) * rate b E A i k) ≤ 0 := fun k _ =>
        mul_nonpos_of_nonpos_of_nonneg (by linarith [hm k])
          (mul_nonneg (Real.exp_pos _).le (hr i k))
      have hz := (Finset.sum_eq_zero_iff_of_nonpos hneg).1 hs j (Finset.mem_univ j)
      rcases mul_eq_zero.1 hz with h0 | h0
      · linarith
      · exact absurd h0 (mul_pos (Real.exp_pos _) (rate_pos hb hij (hE i j hij))).ne'
    have all : ∀ i, x i = x m := by
      intro i
      have hc := hconn m i
      induction hc with
      | refl => rfl
      | tail _ hjk ih => exact step _ _ ih hjk
    exact ⟨x m, fun i => by rw [hp i, all i]⟩
  · rintro ⟨c, hc⟩ i
    apply Finset.sum_eq_zero
    intro j _
    rw [hc i, hc j]
    linear_combination (-c) * detailed_balance (E := E) hb hsym i j

/-- Thermal radiation equilibrium: for symmetric nonnegative coefficients that couple only levels
of different energy and connect all levels, at positive temperature, the Gibbs distribution is
the one and only stationary probability vector. -/
theorem stationary_probability_iff_gibbs [Fintype ι] [Nonempty ι] {b : ℝ} {E : ι → ℝ}
    {A : ι → ι → ℝ} (hb : 0 < b) (hsym : ∀ i j, A i j = A j i) (hA : ∀ i j, 0 ≤ A i j)
    (hE : ∀ i j, 0 < A i j → E i ≠ E j)
    (hconn : ∀ i j, Relation.ReflTransGen (fun k l => 0 < A k l) i j) (p : ι → ℝ) :
    ((∀ i, 0 ≤ p i) ∧ ∑ i, p i = 1 ∧ IsStationary b E A p) ↔ p = gibbs b E := by
  have hZ : 0 < ∑ k, Real.exp (-b * E k) :=
    Finset.sum_pos (fun k _ => Real.exp_pos _) Finset.univ_nonempty
  constructor
  · rintro ⟨_, hsum, hst⟩
    obtain ⟨c, hc⟩ := (stationary_iff_boltzmann hb hsym hA hE hconn p).1 hst
    -- normalisation fixes the free factor
    have hcZ : c * ∑ k, Real.exp (-b * E k) = 1 := by
      rw [Finset.mul_sum, ← hsum]
      exact Finset.sum_congr rfl fun k _ => (hc k).symm
    funext i
    rw [hc i, gibbs, eq_div_iff hZ.ne']
    linear_combination Real.exp (-b * E i) * hcZ
  · rintro rfl
    refine ⟨fun i => div_nonneg (Real.exp_pos _).le hZ.le, ?_, ?_⟩
    · simp only [gibbs]
      rw [← Finset.sum_div, div_self hZ.ne']
    · exact (stationary_iff_boltzmann hb hsym hA hE hconn _).2
        ⟨(∑ k, Real.exp (-b * E k))⁻¹, fun i => by rw [gibbs, div_eq_mul_inv, mul_comm]⟩

/-- If no coefficient links a block `S` of levels to the rest, then, for symmetric coefficients
and positive temperature, Boltzmann factors on `S` and zero elsewhere are stationary. -/
theorem isolated_block_stationary [Fintype ι] [DecidableEq ι] {b : ℝ} {E : ι → ℝ}
    {A : ι → ι → ℝ} (hb : 0 < b) (hsym : ∀ i j, A i j = A j i) (S : Finset ι)
    (hS : ∀ i ∈ S, ∀ j, j ∉ S → A i j = 0) :
    IsStationary b E A (fun i => if i ∈ S then Real.exp (-b * E i) else 0) := by
  intro i
  apply Finset.sum_eq_zero
  intro j _
  by_cases hi : i ∈ S <;> by_cases hj : j ∈ S
  · simp only [hi, hj, if_true]
    linarith [detailed_balance (E := E) hb hsym i j]
  · simp [hi, hj, rate, hS i hi j hj]
  · simp [hi, hj, rate, hS j hj i hi]
  · simp [hi, hj]

end

end ThermalRadiationEquilibrium
```

```lean
#print axioms ThermalRadiationEquilibrium.stationary_probability_iff_gibbs
#print axioms ThermalRadiationEquilibrium.isolated_block_stationary
```

```
'ThermalRadiationEquilibrium.stationary_probability_iff_gibbs' depends on axioms: [propext, Classical.choice, Quot.sound]
'ThermalRadiationEquilibrium.isolated_block_stationary' depends on axioms: [propext, Classical.choice, Quot.sound]
```

The main theorem, `stationary_probability_iff_gibbs`, reads: a vector `p` has nonnegative entries, sums to one and is stationary if and only if it equals `gibbs b E`. The levels are the elements of a finite, nonempty type `ι`; energies and coefficients are real numbers, with units chosen so that `b * E i` is dimensionless. `planck b w` is a photon number, not a spectral energy density, and `w` is a transition energy, not a frequency. In `rate b E A i j` the first index is the level that is left.

The hypotheses stand for the following physics.

- `hb` says that the temperature is positive.
- `hsym` and `hA` say that each pair has one nonnegative coefficient, which governs absorption and both kinds of emission. This is Einstein's relation for individual states, so a degenerate level has to be entered as several states.
- `hE` says that only levels of different energy are coupled. It is needed because Lean evaluates $1/0$ as $0$: a positive coefficient between equal energies would count as a link but carry no rate.
- `hconn` is the connectedness. `Relation.ReflTransGen` describes a chain of zero or more steps, each with a positive coefficient, so a single level also qualifies.

The step from this model to the cavity is the assumption that the molecule's populations obey these rate equations at all, with coherences between levels neglected and the field held at Planck's photon numbers. The theorem concerns stationary populations and says nothing about how fast, or whether, others approach them.

The proof follows the derivation closely. `balance_iff_planck` is the argument for one pair, in both directions: `hx` expresses one Boltzmann factor through the other, `he` records that the denominator is nonzero, and `linear_combination` does the remaining algebra. `detailed_balance` proves the upward case first, under the name `up`. A downward step is the same equation read backwards, and for equal energies symmetry of `A` suffices. `rate_pos` shows that a step between different energies with a positive coefficient has a strictly positive rate, whether it goes up or down; with symmetric `A` this covers both directions of a coupled pair.

In `stationary_iff_boltzmann`, the function `x` is the ratio of population to Boltzmann factor, and `Finite.exists_max` supplies the level `m` at which it is largest. The statement `term` is the rewriting of each summand as $(x_k-x_i)\,\pi_ir_{ik}$. `Finset.sum_eq_zero_iff_of_nonpos` then turns a vanishing sum of nonpositive terms into vanishing terms, which gives `step`, the passage from one level to a coupled one. Induction along the chain from `m` gives `all`. The last stage, in `stationary_probability_iff_gibbs`, uses the sum to determine the factor (`hcZ`). Nonnegativity of `p` is never used in this direction; it comes out as a consequence.

Connectedness is what answers your question about forbidden transitions, and two levels show what happens without it. Let $E_1\ne E_2$ and $A_{12}=0$. Both rates vanish, so $(1,0)$ is stationary, although the Gibbs distribution has two positive entries. `isolated_block_stationary` is the general version: if no coefficient links a block `S` to the rest, Boltzmann factors on `S` and zeros elsewhere are stationary. For nonempty $S$ the normalised populations are $e^{-bE_i}/\sum_{k\in S}e^{-bE_k}$ on the block. Its proof checks the four cases of two levels lying inside or outside `S`. Uniqueness therefore fails whenever a nonempty block that is not the whole set is radiatively isolated.

The same reasoning extends to collisions with a gas at the temperature of the walls. Suppose that they add nonnegative rates $k_{ij}$ with $\pi_ik_{ij}=\pi_jk_{ji}$. The total rates $r_{ij}+k_{ij}$ satisfy the same pair balance, and the maximum argument goes through if the pairs with positive total rate connect all levels. Collisions may then supply links that radiation lacks, even between levels of equal energy. This extension rests on the argument just given, since the Lean theorems treat radiation alone.

For a simulation of populations in a finite level scheme driven only by thermal radiation of a single temperature, the result means that the stationary populations need no linear solver: they are the normalised Boltzmann factors, whatever the individual transition strengths, as long as the scheme is connected.
